# A rigidly floating 1s orbital recovers one sixth of hydrogen's second-order Stark energy

In atomic units, if the 1s orbital of hydrogen is displaced rigidly by $d=tF$ along the force that a uniform electric field of strength $F$ exerts on the electron, with $t>0$ fixed, its energy shift divided by $F^2$ tends to $2t^2/3-t$ as $F\to0^+$. The least value of this coefficient is $-3/8$, one sixth of the second-order perturbation coefficient $-9/4$.

In Lean 4 with Mathlib:

```lean
import Mathlib

open MeasureTheory Set Filter Topology

namespace FloatingHydrogen

noncomputable section

/-- The hydrogen 1s orbital, in atomic units, at distance `s` from its centre. -/
def orbital (s : ℝ) : ℝ := Real.exp (-s) / √Real.pi

/-- Integral over space of an axially symmetric function of the radius `s` and of the cosine
`u` of the polar angle. -/
def sphericalIntegral (g : ℝ → ℝ → ℝ) : ℝ :=
  ∫ s in Ioi (0 : ℝ), ∫ u in (-1 : ℝ)..1, 2 * Real.pi * s ^ 2 * g s u

/-- Energy of the 1s orbital centred at height `d` above the proton, in a field `F`: kinetic
energy, attraction to the proton, and field energy `-F z`. -/
def energy (d F : ℝ) : ℝ :=
  1 / 2 * sphericalIntegral (fun s _ => (deriv orbital s) ^ 2)
    - sphericalIntegral (fun s u => orbital s ^ 2 / √(s ^ 2 + d ^ 2 + 2 * s * d * u))
    - F * sphericalIntegral (fun s u => orbital s ^ 2 * (d + s * u))

/-- Radial factor of the first-order wavefunction `response r * cos θ` per unit field. -/
def response (r : ℝ) : ℝ := (r + r ^ 2 / 2) * orbital r

/-- Second-order energy per squared field: the matrix element of `-z` between the 1s orbital
and the first-order wavefunction. -/
def secondOrderEnergy : ℝ :=
  -sphericalIntegral (fun s u => orbital s * (s * u) * (response s * u))

/-- The 1s density is `exp (-2s) / π`, and the radial slope of the orbital is minus the
orbital. -/
theorem orbital_facts (s : ℝ) :
    Real.pi * orbital s ^ 2 = Real.exp (-2 * s) ∧ HasDerivAt orbital (-orbital s) s := by
  constructor
  · have h : Real.exp (-2 * s) = Real.exp (-s) ^ 2 := by
      rw [sq, ← Real.exp_add]
      congr 1
      ring
    have hpi := Real.pi_ne_zero
    rw [orbital, div_pow, Real.sq_sqrt Real.pi_pos.le, h]
    field_simp
  · have h := (hasDerivAt_neg' s).exp.div_const (√Real.pi)
    exact HasDerivAt.congr_deriv (f := orbital) h (by unfold orbital; ring)

/-- Angular integration of a quadratic polynomial in the cosine of the polar angle. -/
theorem sphericalIntegral_quadratic {g : ℝ → ℝ → ℝ} (A B C : ℝ → ℝ)
    (h : ∀ s u, g s u = A s + B s * u + C s * u ^ 2) :
    sphericalIntegral g =
      ∫ s in Ioi (0 : ℝ), 2 * Real.pi * s ^ 2 * (2 * A s + 2 * C s / 3) := by
  refine setIntegral_congr_fun measurableSet_Ioi fun s _ => ?_
  change (∫ u in (-1 : ℝ)..1, 2 * Real.pi * s ^ 2 * g s u) =
    2 * Real.pi * s ^ 2 * (2 * A s + 2 * C s / 3)
  have hd : ∀ u : ℝ, HasDerivAt (fun u => A s * u + B s * u ^ 2 / 2 + C s * u ^ 3 / 3)
      (A s + B s * u + C s * u ^ 2) u := fun u =>
    ((((hasDerivAt_id' u).const_mul (A s)).fun_add
      (((hasDerivAt_pow 2 u).const_mul (B s)).div_const 2)).fun_add
      (((hasDerivAt_pow 3 u).const_mul (C s)).div_const 3)).congr_deriv
      (by norm_num; ring)
  simp_rw [h]
  rw [intervalIntegral.integral_const_mul,
    intervalIntegral.integral_eq_sub_of_hasDerivAt (fun u _ => hd u)
      (Continuous.intervalIntegrable (by fun_prop) _ _)]
  ring

/-- If `q = 2P - P'` for a polynomial `P`, and `q` is nonnegative beyond `a`, then
`q s * exp (-2s)` is integrable beyond `a`, with integral `P a * exp (-2a)`. -/
theorem radial_integral (P : Polynomial ℝ) (q : ℝ → ℝ) (a : ℝ)
    (hq : ∀ s, q s = 2 * P.eval s - P.derivative.eval s) (hpos : ∀ s ∈ Ioi a, 0 ≤ q s) :
    IntegrableOn (fun s => q s * Real.exp (-2 * s)) (Ioi a) ∧
      ∫ s in Ioi a, q s * Real.exp (-2 * s) = P.eval a * Real.exp (-2 * a) := by
  have hd : ∀ s ∈ Ici a, HasDerivAt (fun s => -(P.eval s * Real.exp (-2 * s)))
      (q s * Real.exp (-2 * s)) s := fun s _ => by
    have he : HasDerivAt (fun s : ℝ => Real.exp (-2 * s)) (Real.exp (-2 * s) * (-2 * 1)) s :=
      ((hasDerivAt_id' s).const_mul (-2)).exp
    exact ((P.hasDerivAt s).fun_mul he).fun_neg.congr_deriv (by rw [hq]; ring)
  have hl : Tendsto (fun s => -(P.eval s * Real.exp (-2 * s))) atTop (𝓝 0) := by
    have h := (P.tendsto_div_exp_atTop.mul Real.tendsto_exp_neg_atTop_nhds_zero).neg
    rw [mul_zero, neg_zero] at h
    refine h.congr fun s => ?_
    rw [show -2 * s = -s + -s by ring, Real.exp_add, div_eq_mul_inv, ← Real.exp_neg]
    ring
  have hp : ∀ s ∈ Ioi a, 0 ≤ q s * Real.exp (-2 * s) := fun s hs =>
    mul_nonneg (hpos s hs) (Real.exp_pos _).le
  exact ⟨integrableOn_Ioi_deriv_of_nonneg' hd hp hl, by
    rw [integral_Ioi_of_hasDerivAt_of_nonneg' hd hp hl]; ring⟩

/-- In the 1s density, `a + b z` has the mean value `a`, with `z` measured from the centre. -/
theorem mean_linear (a b : ℝ) :
    sphericalIntegral (fun s u => orbital s ^ 2 * (a + b * (s * u))) = a := by
  refine (sphericalIntegral_quadratic (fun s => orbital s ^ 2 * a)
    (fun s => orbital s ^ 2 * b * s) (fun _ => 0) fun s u => by ring).trans ?_
  have h := (radial_integral (.C 2 * .X ^ 2 + .C 2 * .X + 1) (fun s => 4 * s ^ 2) 0
    (fun s => by simp; ring) (fun s _ => by positivity)).2
  refine (setIntegral_congr_fun (g := fun s => a * (4 * s ^ 2 * Real.exp (-2 * s)))
    measurableSet_Ioi fun s _ => ?_).trans ?_
  · change 2 * Real.pi * s ^ 2 * (2 * (orbital s ^ 2 * a) + 2 * 0 / 3) =
      a * (4 * s ^ 2 * Real.exp (-2 * s))
    linear_combination (4 * s ^ 2 * a) * (orbital_facts s).1
  · rw [MeasureTheory.integral_const_mul, h]
    simp

/-- Newton's shell theorem: over a sphere of radius `s`, the inverse distance to a point at
distance `d ≠ s` from the centre integrates to `2 / max s d` in the polar cosine. -/
theorem shell_average {s d : ℝ} (hs : 0 < s) (hd : 0 < d) (hne : s ≠ d) :
    ∫ u in (-1 : ℝ)..1, 1 / √(s ^ 2 + d ^ 2 + 2 * s * d * u) = 2 / max s d := by
  have hpos : ∀ u ∈ uIcc (-1 : ℝ) 1, 0 < √(s ^ 2 + d ^ 2 + 2 * s * d * u) := fun u hu => by
    rw [uIcc_of_le (by norm_num)] at hu
    have h0 := sub_ne_zero.2 hne
    have h1 : 0 < (s - d) ^ 2 := by positivity
    have h2 : 0 ≤ s * d * (1 + u) := mul_nonneg (mul_pos hs hd).le (by linarith [hu.1])
    exact Real.sqrt_pos.2 (by nlinarith)
  have hder : ∀ u ∈ uIcc (-1 : ℝ) 1,
      HasDerivAt (fun u => √(s ^ 2 + d ^ 2 + 2 * s * d * u) / (s * d))
        (1 / √(s ^ 2 + d ^ 2 + 2 * s * d * u)) u := fun u hu => by
    have h : HasDerivAt (fun u => s ^ 2 + d ^ 2 + 2 * s * d * u) (2 * s * d * 1) u :=
      ((hasDerivAt_id' u).const_mul (2 * s * d)).const_add (s ^ 2 + d ^ 2)
    have hr := (hpos u hu).ne'
    exact ((h.sqrt (Real.sqrt_pos.1 (hpos u hu)).ne').div_const (s * d)).congr_deriv
      (by field_simp)
  rw [intervalIntegral.integral_eq_sub_of_hasDerivAt hder
    (ContinuousOn.intervalIntegrable (continuousOn_const.div
      (Continuous.continuousOn (by fun_prop)) fun u hu => (hpos u hu).ne')),
    show s ^ 2 + d ^ 2 + 2 * s * d * 1 = (s + d) ^ 2 by ring,
    show s ^ 2 + d ^ 2 + 2 * s * d * -1 = (s - d) ^ 2 by ring,
    Real.sqrt_sq (by positivity), Real.sqrt_sq_eq_abs, ← sub_div]
  rcases lt_or_gt_of_ne hne with h | h
  · rw [abs_of_neg (by linarith), max_eq_right h.le,
      div_eq_div_iff (by positivity) (by positivity)]
    ring
  · rw [abs_of_pos (by linarith), max_eq_left h.le,
      div_eq_div_iff (by positivity) (by positivity)]
    ring

/-- Closed form of the energy of a 1s orbital displaced by `d > 0`. -/
theorem energy_eq {d : ℝ} (F : ℝ) (hd : 0 < d) :
    energy d F = 1 / 2 - 1 / d + Real.exp (-2 * d) * (1 + 1 / d) - F * d := by
  have hk : (fun s (_ : ℝ) => (deriv orbital s) ^ 2) =
      fun s u => orbital s ^ 2 * (1 + 0 * (s * u)) := by
    funext s u
    rw [(orbital_facts s).2.deriv]
    ring
  have hz : sphericalIntegral (fun s u => orbital s ^ 2 * (d + s * u)) = d := by
    simpa only [one_mul] using mean_linear d 1
  have hV : sphericalIntegral
      (fun s u => orbital s ^ 2 / √(s ^ 2 + d ^ 2 + 2 * s * d * u)) =
      ∫ s in Ioi (0 : ℝ), 4 * s ^ 2 * Real.exp (-2 * s) / max s d := by
    refine setIntegral_congr_ae measurableSet_Ioi ?_
    filter_upwards [compl_mem_ae_iff.2 (measure_singleton (μ := volume) d)] with s hs hs0
    have e : ∀ u, 2 * Real.pi * s ^ 2 * (orbital s ^ 2 / √(s ^ 2 + d ^ 2 + 2 * s * d * u)) =
        2 * s ^ 2 * Real.exp (-2 * s) * (1 / √(s ^ 2 + d ^ 2 + 2 * s * d * u)) := fun u => by
      linear_combination
        (2 * s ^ 2 / √(s ^ 2 + d ^ 2 + 2 * s * d * u)) * (orbital_facts s).1
    simp_rw [e]
    rw [intervalIntegral.integral_const_mul, shell_average hs0 hd hs]
    ring
  -- split the charge into the part inside and the part outside the radius `d`
  have hm := fun a => radial_integral (.C 2 * .X ^ 2 + .C 2 * .X + 1) (fun s => 4 * s ^ 2) a
    (fun s => by simp; ring) (fun s _ => by positivity)
  have ho := radial_integral (.C 2 * .X + 1) (fun s => 4 * s) d
    (fun s => by simp; ring) (fun s hs => by have : 0 < s := hd.trans hs; positivity)
  have hdis : Disjoint (Ioc 0 d) (Ioi d) :=
    Set.disjoint_left.2 fun x hx hx' => not_lt_of_ge hx.2 hx'
  have hsub : Ioc 0 d ⊆ Ioi 0 := fun x hx => hx.1
  have hi := (hm 0).1.mono_set hsub
  have hin := setIntegral_union hdis measurableSet_Ioi hi (hm d).1
  rw [Ioc_union_Ioi_eq_Ioi hd.le, (hm 0).2, (hm d).2] at hin
  have eL : EqOn (fun s => 1 / d * (4 * s ^ 2 * Real.exp (-2 * s)))
      (fun s => 4 * s ^ 2 * Real.exp (-2 * s) / max s d) (Ioc 0 d) := fun s hs => by
    simp only [max_eq_right hs.2]
    ring
  have eR : EqOn (fun s => 4 * s * Real.exp (-2 * s))
      (fun s => 4 * s ^ 2 * Real.exp (-2 * s) / max s d) (Ioi d) := fun s hs => by
    have h1 : d < s := hs
    have h0 : s ≠ 0 := (hd.trans h1).ne'
    simp only [max_eq_left h1.le]
    field_simp
  rw [← Ioc_union_Ioi_eq_Ioi hd.le, setIntegral_union hdis measurableSet_Ioi
    (IntegrableOn.congr_fun (Integrable.const_mul hi (1 / d)) eL measurableSet_Ioc)
    (ho.1.congr_fun eR measurableSet_Ioi), ← setIntegral_congr_fun measurableSet_Ioc eL,
    ← setIntegral_congr_fun measurableSet_Ioi eR, MeasureTheory.integral_const_mul, ho.2] at hV
  simp only [Polynomial.eval_add, Polynomial.eval_mul, Polynomial.eval_C, Polynomial.eval_pow,
    Polynomial.eval_X, Polynomial.eval_one, mul_zero, Real.exp_zero] at hin hV
  have hdd : 1 / d * d = 1 := one_div_mul_cancel hd.ne'
  rw [energy, hk, mean_linear 1 0, hz, hV, eq_sub_of_add_eq hin.symm]
  linear_combination ((2 * d + 2) * Real.exp (-2 * d)) * hdd

/-- For `0 < d ≤ 1/2` the energy is `-1/2 + 2d²/3 - Fd` up to an error of at most `3d³`. -/
theorem energy_expansion {d : ℝ} (F : ℝ) (hd : 0 < d) (hd' : d ≤ 1 / 2) :
    |energy d F - (-1 / 2 + 2 / 3 * d ^ 2 - F * d)| ≤ 3 * d ^ 3 := by
  have hR : |Real.exp (-2 * d) - (1 - 2 * d + 2 * d ^ 2 - 4 / 3 * d ^ 3)| ≤
      5 / 6 * d ^ 4 := by
    have hb := Real.exp_bound (x := -2 * d) (by rw [abs_le]; constructor <;> linarith)
      (n := 4) (by norm_num)
    have e : ∑ m ∈ Finset.range 4, (-2 * d) ^ m / (m.factorial : ℝ) =
        1 - 2 * d + 2 * d ^ 2 - 4 / 3 * d ^ 3 := by
      simp [Finset.sum_range_succ, Nat.factorial]
      ring
    have e2 : |-2 * d| ^ 4 = 16 * d ^ 4 := by
      rw [← abs_pow, abs_of_nonneg (by positivity)]
      ring
    rw [e, e2] at hb
    exact hb.trans_eq (by norm_num [Nat.factorial]; ring)
  have key : energy d F - (-1 / 2 + 2 / 3 * d ^ 2 - F * d) =
      ((1 + d) * (Real.exp (-2 * d) - (1 - 2 * d + 2 * d ^ 2 - 4 / 3 * d ^ 3))
        - 4 / 3 * d ^ 4) / d := by
    rw [energy_eq F hd]
    field_simp
    ring
  rw [key, abs_div, abs_of_pos hd, div_le_iff₀ hd]
  obtain ⟨hl, hu⟩ := abs_le.1 hR
  have h1 : 0 ≤ 1 + d := by linarith
  have h4 : 0 ≤ d ^ 4 := by positivity
  have h5 : 0 ≤ d ^ 4 * (1 / 2 - d) := mul_nonneg h4 (by linarith)
  have hl' := mul_le_mul_of_nonneg_left hl h1
  have hu' := mul_le_mul_of_nonneg_left hu h1
  rw [abs_le]
  constructor <;> nlinarith

/-- With the displacement `tF`, `t > 0`, the energy shift divided by `F²` tends to
`2t²/3 - t` as the field tends to zero from above. -/
theorem floating_stark_limit {t : ℝ} (ht : 0 < t) :
    Tendsto (fun F => (energy (t * F) F + 1 / 2) / F ^ 2) (𝓝[>] 0)
      (𝓝 (2 * t ^ 2 / 3 - t)) := by
  rw [tendsto_iff_norm_sub_tendsto_zero]
  have hlim : Tendsto (fun F : ℝ => 3 * t ^ 3 * F) (𝓝[>] 0) (𝓝 0) := by
    have h : Tendsto (fun F : ℝ => 3 * t ^ 3 * F) (𝓝 0) (𝓝 (3 * t ^ 3 * 0)) :=
      (continuous_const.mul continuous_id).tendsto 0
    rw [mul_zero] at h
    exact h.mono_left nhdsWithin_le_nhds
  refine squeeze_zero' (Eventually.of_forall fun _ => norm_nonneg _) ?_ hlim
  filter_upwards [Ioo_mem_nhdsGT (show (0 : ℝ) < 1 / (2 * t) by positivity)] with F hF
  have hF0 : 0 < F := hF.1
  have hd : t * F ≤ 1 / 2 := by
    have := (lt_div_iff₀ (by positivity)).1 hF.2
    linarith
  rw [Real.norm_eq_abs, show (energy (t * F) F + 1 / 2) / F ^ 2 - (2 * t ^ 2 / 3 - t) =
    (energy (t * F) F - (-1 / 2 + 2 / 3 * (t * F) ^ 2 - F * (t * F))) / F ^ 2 by
      field_simp; ring, abs_div, abs_of_pos (pow_pos hF0 2), div_le_iff₀ (pow_pos hF0 2)]
  exact (energy_expansion F (mul_pos ht hF0) hd).trans_eq (by ring)

/-- At every `r > 0` the first-order wavefunction solves the radial form of
`(H₀ + 1/2) ψ₁ = z ψ₀`, where `H₀` is the field-free hydrogen Hamiltonian. -/
theorem response_equation {r : ℝ} (hr : 0 < r) :
    -1 / 2 * (deriv (deriv response) r + 2 / r * deriv response r - 2 / r ^ 2 * response r)
      - response r / r + response r / 2 = r * orbital r := by
  have h1 : ∀ x, HasDerivAt response ((1 - x ^ 2 / 2) * orbital x) x := fun x =>
    HasDerivAt.congr_deriv (f := response)
      (((hasDerivAt_id' x).fun_add ((hasDerivAt_pow 2 x).div_const 2)).fun_mul
        (orbital_facts x).2) (by norm_num; ring)
  have h2 : deriv response = fun x => (1 - x ^ 2 / 2) * orbital x :=
    funext fun x => (h1 x).deriv
  have h3 : HasDerivAt (fun x => (1 - x ^ 2 / 2) * orbital x)
      ((r ^ 2 / 2 - r - 1) * orbital r) r :=
    ((((hasDerivAt_pow 2 r).div_const 2).const_sub 1).fun_mul
      (orbital_facts r).2).congr_deriv (by norm_num; ring)
  simp only [h2, h3.deriv, response]
  field_simp
  ring

/-- The second-order energy is `-9/4`; the least floating coefficient over `t > 0` is `-3/8`,
one sixth of it. -/
theorem floating_recovers_one_sixth :
    secondOrderEnergy = -9 / 4 ∧
      IsLeast ((fun t : ℝ => 2 * t ^ 2 / 3 - t) '' Ioi 0) (-3 / 8) ∧
      -3 / 8 = secondOrderEnergy / 6 := by
  have hE : secondOrderEnergy = -9 / 4 := by
    have h := (radial_integral (.C (1 / 3) * .X ^ 5 + .C (3 / 2) * .X ^ 4 + .C 3 * .X ^ 3
      + .C (9 / 2) * .X ^ 2 + .C (9 / 2) * .X + .C (9 / 4))
      (fun s => 4 / 3 * s ^ 4 + 2 / 3 * s ^ 5) 0 (fun s => by simp; ring)
      (fun s hs => by have : 0 < s := hs; positivity)).2
    have hq := sphericalIntegral_quadratic
      (g := fun s u => orbital s * (s * u) * (response s * u)) (fun _ => 0) (fun _ => 0)
      (fun s => orbital s ^ 2 * (s ^ 2 + s ^ 3 / 2)) (fun s u => by unfold response; ring)
    have hc : ∀ s : ℝ, 2 * Real.pi * s ^ 2 *
        (2 * 0 + 2 * (orbital s ^ 2 * (s ^ 2 + s ^ 3 / 2)) / 3) =
        (4 / 3 * s ^ 4 + 2 / 3 * s ^ 5) * Real.exp (-2 * s) := fun s => by
      linear_combination (4 / 3 * s ^ 4 + 2 / 3 * s ^ 5) * (orbital_facts s).1
    rw [secondOrderEnergy, hq, integral_congr_ae (Eventually.of_forall hc), h]
    norm_num
  refine ⟨hE, ⟨⟨3 / 4, by norm_num, by norm_num⟩, ?_⟩, by rw [hE]; norm_num⟩
  rintro _ ⟨t, _, rfl⟩
  change -3 / 8 ≤ 2 * t ^ 2 / 3 - t
  nlinarith [sq_nonneg (t - 3 / 4)]

end

end FloatingHydrogen
```

```lean
#print axioms FloatingHydrogen.floating_stark_limit
#print axioms FloatingHydrogen.response_equation
#print axioms FloatingHydrogen.floating_recovers_one_sixth
```

```
'FloatingHydrogen.floating_stark_limit' depends on axioms: [propext, Classical.choice, Quot.sound]
'FloatingHydrogen.response_equation' depends on axioms: [propext, Classical.choice, Quot.sound]
'FloatingHydrogen.floating_recovers_one_sixth' depends on axioms: [propext, Classical.choice, Quot.sound]
```

## The energy as an integral over space

Atomic units are used throughout. The proton is fixed at the origin, and the orbital $\phi(s)=e^{-s}/\sqrt\pi$ is centred at height $d$ above it. Here $s$ is the distance from the orbital's centre and $u$ the cosine of the polar angle there. `sphericalIntegral` integrates over $s$ and $u$, with the azimuth already giving $2\pi$.

`energy d F`, written $W(d,F)$ below, has three terms: half the integral of the squared gradient, the attraction at the true distance $\sqrt{s^2+d^2+2sdu}$ from the proton, and the field energy $-Fz$ with $z=d+su$. So $F$ is the force on the electron along $+z$.

`floating_stark_limit` states the limit, and `IsLeast` in `floating_recovers_one_sixth` says that $-3/8$ is attained and is a lower bound over $t>0$. What is minimised is the limiting coefficient, not $W$ at fixed $F$, which is unbounded below for $F>0$ because of the term $-Fd$.

`secondOrderEnergy` is the matrix element of $-z$ between $\phi$ and an explicit first-order function. The file checks that function's radial equation and evaluates the integral; it does not derive perturbation theory or study the spectrum of the Hamiltonian in the field.

## From Newton's shells to the closed form

Since $\phi'=-\phi$ and $\pi\phi^2=e^{-2s}$ (`orbital_facts`), the kinetic energy is half the norm, that is $1/2$. The mean of $d+su$ is $d$, because the term in $u$ averages to zero (`mean_linear`).

For the attraction, `shell_average` integrates over $u$ first. For $s\ne d$,

$$\int_{-1}^{1}\frac{du}{\sqrt{s^2+d^2+2sdu}}=\frac{(s+d)-|s-d|}{sd}=\frac{2}{\max(s,d)}.$$

The single radius $s=d$ has measure zero, and `filter_upwards` discards it. `radial_integral` supplies the integrals

$$\int_a^\infty 4s^2e^{-2s}ds=(2a^2+2a+1)e^{-2a},\qquad \int_d^\infty 4s\,e^{-2s}ds=(2d+1)e^{-2d}.$$

Splitting at $s=d$, the mean inverse distance is

$$\frac{1-(2d^2+2d+1)e^{-2d}}{d}+(2d+1)e^{-2d}=\frac1d-e^{-2d}\Big(1+\frac1d\Big).$$

Hence `energy_eq`:

$$W(d,F)=\frac12-\frac1d+e^{-2d}\Big(1+\frac1d\Big)-Fd\qquad(d>0).$$

The condition $d>0$ can't be weakened to $d\neq0$. At $d=-1$, $F=0$ the formula would give $3/2$, whereas by reflection the energy equals that at $d=1$, namely $-1/2+2e^{-2}\approx-0.23$.

## The weak-field parabola

Write $e^{-2d}=1-2d+2d^2-\tfrac43d^3+R$. For $0<d\le1/2$, `Real.exp_bound` gives $|R|\le\tfrac56d^4$. Substitution yields

$$W=-\frac12+\frac23d^2-Fd-\frac43d^3+\frac{(1+d)R}{d}.$$

The last two terms together are at most $(\tfrac43+\tfrac54)d^3\le3d^3$ in size, which is `energy_expansion`. With $d=tF$ and $0<F<1/(2t)$, dividing by $F^2$ leaves an error of at most $3t^3F$, and `squeeze_zero'` gives the limit. Finally,

$$\frac{2t^2}{3}-t=\frac23\Big(t-\frac34\Big)^2-\frac38,$$

so the minimum is at $t=3/4$; `nlinarith` uses this same square.

## The second-order value

Now let $r$ be the distance from the proton. The first-order function is $f(r)\cos\theta$ with $f=(r+r^2/2)\phi$ (`response`). Its derivatives are $f'=(1-r^2/2)\phi$ and $f''=(r^2/2-r-1)\phi$, so

$$-\frac12\Big(f''+\frac2rf'-\frac2{r^2}f\Big)-\frac fr+\frac f2=r\phi.$$

This is `response_equation`, the radial part of $(H_0+\tfrac12)\psi_1=z\psi_0$, where $H_0$ is the field-free Hamiltonian, $\psi_0=\phi$ and $\psi_1=f\cos\theta$. The angular integral of $\cos^2\theta$ then gives

$$-\int_0^\infty\Big(\frac43r^4+\frac23r^5\Big)e^{-2r}dr=-1-\frac54=-\frac94.$$

Read as $-\alpha F^2/2$, the two coefficients correspond to polarisabilities $\alpha=3/4$ and $9/2$. In this one-electron, one-parameter model, moving a basis function without deforming it therefore misses most of the electronic response.

The same argument applies to a one-electron ion of nuclear charge $Z$ with orbital exponent $Z$: scaling lengths by $1/Z$ and energies by $Z^2$ turns the coefficients into $-3/(8Z^4)$ and $-9/(4Z^4)$, and the ratio remains one sixth.
